# Exponentially bounded energy terms vanish relative to a −C6/R⁶ dispersion tail with C6 > 0

Let two fragments have polarizabilities given by nonempty finite sums of poles with positive strengths and frequencies. Their dispersion coefficient C6 is then positive, and any energy term bounded at large separation R by a power of R times a decaying exponential becomes negligible compared with the attractive dispersion tail −C6/R⁶. Within this finite-pole model, a short-range geminal term in an F12 calculation that obeys such a bound cannot supply the dispersion tail; a calculation that reproduces the tail must get it from its other energy terms.

## Polarizabilities and the dispersion coefficient

```lean
import Mathlib

open MeasureTheory Filter Set
open scoped Topology Real

namespace GeminalDispersion

noncomputable section

variable {ι κ : Type*} [Fintype ι] [Fintype κ]
```

The finite types `ι` and `κ` label the excitations kept in the model for fragments A and B; a real atom or molecule also has a continuum of excitations. At imaginary frequency w, in atomic units,

αA(w) = Σᵢ fᵢ/(aᵢ² + w²),  αB(w) = Σⱼ gⱼ/(bⱼ² + w²).

```lean
/-- Polarizability at imaginary frequency `w`, as a finite sum over excitations with
strengths `f i` and nonzero excitation frequencies `a i`. -/
def polarizability (f a : ι → ℝ) (w : ℝ) : ℝ :=
  ∑ i, f i / (a i ^ 2 + w ^ 2)
```

C6 is defined by the Casimir–Polder integral for isotropic fragments, with `Ioi 0` the half-line w > 0:

C6 = (3/π) ∫₀^∞ αA(w) αB(w) dw.

```lean
/-- The Casimir-Polder expression for the dispersion coefficient of two fragments with
polarizabilities `αA` and `αB`, whose product is integrable over positive frequencies. -/
def c6 (αA αB : ℝ → ℝ) : ℝ :=
  3 / π * ∫ w in Ioi (0 : ℝ), αA w * αB w
```

## (a) The integral of two poles

For a, b > 0, show that the integrand is integrable and that

∫₀^∞ dw / ((a² + w²)(b² + w²)) = π/(2ab(a + b)).

**Solution.** The function arctan(w/c)/c has derivative 1/(c² + w²), vanishes at 0 and tends to π/(2c). If a ≠ b, partial fractions give

1/((a² + w²)(b² + w²)) = [1/(a² + w²) − 1/(b² + w²)]/(b² − a²),

so the integral is (π/2)(1/a − 1/b)/(b² − a²) = π/(2ab(a + b)). If a = b, use

G(w) = [w/(a² + w²) + arctan(w/a)/a]/(2a²).

The bracket has derivative [(a² − w²) + (a² + w²)]/(a² + w²)² = 2a²/(a² + w²)², so G′ is the integrand. G rises from 0 to π/(4a³), as required.

Lean makes the same case split. Since the integrand is nonnegative, the finite limit of `G` yields both integrability and the value.

```lean
/-- For positive frequencies `a` and `b`, the product of two poles is integrable over `w > 0`
and its integral is `π / (2 a b (a + b))`. -/
theorem two_pole_integral {a b : ℝ} (ha : 0 < a) (hb : 0 < b) :
    IntegrableOn (fun w : ℝ => 1 / ((a ^ 2 + w ^ 2) * (b ^ 2 + w ^ 2))) (Ioi 0) ∧
    ∫ w in Ioi (0 : ℝ), 1 / ((a ^ 2 + w ^ 2) * (b ^ 2 + w ^ 2))
      = π / (2 * a * b * (a + b)) := by
  -- antiderivative of a single pole, and its limit
  have hat : ∀ c : ℝ, 0 < c → ∀ x : ℝ,
      HasDerivAt (fun w : ℝ => Real.arctan (w / c) / c) (1 / (c ^ 2 + x ^ 2)) x := by
    intro c hc x
    have h : HasDerivAt (fun w : ℝ => Real.arctan (w / c) / c)
        (1 / (1 + (x / c) ^ 2) * (1 / c) / c) x :=
      (((hasDerivAt_id' x).div_const c).arctan).div_const c
    refine h.congr_deriv ?_
    have h1 : c ^ 2 + x ^ 2 ≠ 0 := by positivity
    have e : 1 + (x / c) ^ 2 = (c ^ 2 + x ^ 2) / c ^ 2 := by field_simp
    rw [e]
    field_simp
  have hl : ∀ c : ℝ, 0 < c →
      Tendsto (fun w : ℝ => Real.arctan (w / c) / c) atTop (𝓝 (π / 2 / c)) := fun c hc =>
    ((Real.tendsto_arctan_atTop.mono_right nhdsWithin_le_nhds).comp
      (tendsto_id.atTop_div_const hc)).div_const c
  obtain ⟨G, hG0, hG, hGl⟩ : ∃ G : ℝ → ℝ, G 0 = 0 ∧
      (∀ x, HasDerivAt G (1 / ((a ^ 2 + x ^ 2) * (b ^ 2 + x ^ 2))) x) ∧
      Tendsto G atTop (𝓝 (π / (2 * a * b * (a + b)))) := by
    by_cases hab : a = b
    · -- equal frequencies: a double pole
      subst hab
      refine ⟨fun w => (w / (a ^ 2 + w ^ 2) + Real.arctan (w / a) / a) / (2 * a ^ 2),
        by simp, fun x => ?_, ?_⟩
      · have hne : a ^ 2 + x ^ 2 ≠ 0 := by positivity
        have h2 : HasDerivAt (fun w : ℝ => a ^ 2 + w ^ 2) (2 * x) x := by
          simpa using (hasDerivAt_pow 2 x).const_add (a ^ 2)
        have h3 := (((hasDerivAt_id' x).fun_div h2 hne).fun_add (hat a ha x)).div_const
          (2 * a ^ 2)
        refine h3.congr_deriv ?_
        field_simp
        ring
      · have h0 : Tendsto (fun w : ℝ => w / (a ^ 2 + w ^ 2)) atTop (𝓝 0) := by
          refine squeeze_zero' ?_ ?_ tendsto_inv_atTop_zero
          · filter_upwards [eventually_gt_atTop 0] with w hw
            positivity
          · filter_upwards [eventually_gt_atTop 0] with w hw
            rw [inv_eq_one_div, div_le_div_iff₀ (by positivity) hw]
            nlinarith [sq_nonneg a]
        have e : π / (2 * a * a * (a + a)) = (0 + π / 2 / a) / (2 * a ^ 2) := by
          rw [← two_mul a]
          field_simp
          ring
        rw [e]
        exact (h0.add (hl a ha)).div_const _
    · -- distinct frequencies: partial fractions
      have hba : b - a ≠ 0 := sub_ne_zero.mpr (Ne.symm hab)
      have hs : a + b ≠ 0 := by positivity
      have hd : b ^ 2 - a ^ 2 ≠ 0 := by
        rw [show b ^ 2 - a ^ 2 = (b - a) * (a + b) by ring]
        exact mul_ne_zero hba hs
      refine ⟨fun w => (Real.arctan (w / a) / a - Real.arctan (w / b) / b) / (b ^ 2 - a ^ 2),
        by simp, fun x => ?_, ?_⟩
      · have h1 : a ^ 2 + x ^ 2 ≠ 0 := by positivity
        have h2 : b ^ 2 + x ^ 2 ≠ 0 := by positivity
        refine (((hat a ha x).fun_sub (hat b hb x)).div_const _).congr_deriv ?_
        field_simp
        ring
      · have e : π / (2 * a * b * (a + b)) = (π / 2 / a - π / 2 / b) / (b ^ 2 - a ^ 2) := by
          rw [show b ^ 2 - a ^ 2 = (b - a) * (a + b) by ring]
          field_simp
        rw [e]
        exact ((hl a ha).sub (hl b hb)).div_const _
  have hpos : ∀ x ∈ Ioi (0 : ℝ), 0 ≤ 1 / ((a ^ 2 + x ^ 2) * (b ^ 2 + x ^ 2)) :=
    fun x _ => by positivity
  refine ⟨integrableOn_Ioi_deriv_of_nonneg' (fun x _ => hG x) hpos hGl, ?_⟩
  rw [integral_Ioi_of_hasDerivAt_of_nonneg' (fun x _ => hG x) hpos hGl, hG0, sub_zero]
```

## (b) C6 as a double sum

For positive frequencies and real strengths of any sign, show that

C6 = (3/2) Σᵢ Σⱼ fᵢgⱼ/(aᵢbⱼ(aᵢ + bⱼ)).

**Solution.** Multiply out αA αB and integrate each term by (a):

C6 = (3/π) Σᵢ Σⱼ fᵢgⱼ · π/(2aᵢbⱼ(aᵢ + bⱼ)).

The factors of π cancel. In the code `hmul` is the expansion, and `hint` supplies the integrability that lets sum and integral be exchanged.

```lean
/-- For positive excitation frequencies, the Casimir-Polder integral is a double sum over
the excitations of the two fragments. -/
theorem c6_eq_sum (f a : ι → ℝ) (g b : κ → ℝ) (ha : ∀ i, 0 < a i) (hb : ∀ j, 0 < b j) :
    c6 (polarizability f a) (polarizability g b)
      = 3 / 2 * ∑ i, ∑ j, f i * g j / (a i * b j * (a i + b j)) := by
  have hmul : ∀ w, polarizability f a w * polarizability g b w
      = ∑ i, ∑ j, f i * g j * (1 / ((a i ^ 2 + w ^ 2) * (b j ^ 2 + w ^ 2))) := by
    intro w
    simp only [polarizability, Finset.sum_mul_sum]
    refine Finset.sum_congr rfl fun i _ => Finset.sum_congr rfl fun j _ => ?_
    rw [div_mul_div_comm, mul_one_div]
  have hint : ∀ i j, Integrable
      (fun w : ℝ => f i * g j * (1 / ((a i ^ 2 + w ^ 2) * (b j ^ 2 + w ^ 2))))
      (volume.restrict (Ioi 0)) :=
    fun i j => Integrable.const_mul (two_pole_integral (ha i) (hb j)).1 _
  unfold c6
  simp_rw [hmul]
  -- integrate term by term
  rw [MeasureTheory.integral_finsetSum _ fun i _ => MeasureTheory.integrable_finsetSum _ fun j _ => hint i j,
    Finset.mul_sum, Finset.mul_sum]
  refine Finset.sum_congr rfl fun i _ => ?_
  rw [MeasureTheory.integral_finsetSum _ fun j _ => hint i j, Finset.mul_sum, Finset.mul_sum]
  refine Finset.sum_congr rfl fun j _ => ?_
  rw [integral_const_mul, (two_pole_integral (ha i) (hb j)).2]
  have h1 := (ha i).ne'
  have h2 := (hb j).ne'
  have h3 : a i + b j ≠ 0 := (add_pos (ha i) (hb j)).ne'
  have h4 := Real.pi_ne_zero
  field_simp
```

## (c) The sign of C6

With at least one excitation per fragment and all parameters positive, show that

C6 > 0.

**Solution.** Every term in (b) is positive, and `Nonempty` guarantees that there is one.

```lean
/-- The dispersion coefficient is positive when each fragment has at least one excitation and
all strengths and frequencies are positive. -/
theorem c6_pos [Nonempty ι] [Nonempty κ] {f a : ι → ℝ} {g b : κ → ℝ}
    (hf : ∀ i, 0 < f i) (ha : ∀ i, 0 < a i) (hg : ∀ j, 0 < g j) (hb : ∀ j, 0 < b j) :
    0 < c6 (polarizability f a) (polarizability g b) := by
  rw [c6_eq_sum f a g b ha hb]
  refine mul_pos (by norm_num) (Finset.sum_pos (fun i _ => Finset.sum_pos (fun j _ => ?_)
    Finset.univ_nonempty) Finset.univ_nonempty)
  exact div_pos (mul_pos (hf i) (hg j))
    (mul_pos (mul_pos (ha i) (hb j)) (add_pos (ha i) (hb j)))
```

## (d) London's formula

Give each fragment one pole, with frequencies a, b > 0 and static polarizabilities pA, pB. Show that

C6 = (3/2) pA pB ab/(a + b).

**Solution.** Since αA(0) = f/a² = pA, the strengths are f = pA a² and g = pB b². Part (b) gives (3/2) pA pB a²b²/(ab(a + b)). The one-element type `Unit` labels the single excitation.

```lean
/-- London's formula: one excitation per fragment, with positive frequencies `a`, `b` and
static polarizabilities `pA`, `pB`. -/
theorem london_formula (pA pB : ℝ) {a b : ℝ} (ha : 0 < a) (hb : 0 < b) :
    c6 (polarizability (fun _ : Unit => pA * a ^ 2) (fun _ => a))
        (polarizability (fun _ : Unit => pB * b ^ 2) (fun _ => b))
      = 3 / 2 * (pA * pB) * (a * b / (a + b)) := by
  rw [c6_eq_sum _ _ _ _ (fun _ => ha) (fun _ => hb)]
  simp only [Finset.univ_unique, Finset.sum_singleton]
  have hs : a + b ≠ 0 := by positivity
  field_simp
```

## (e) Exponential decay against R⁶

Suppose that, for all sufficiently large R, |E(R)| ≤ K R^m exp(−γR), with K, m real and γ > 0. Show that

E(R) R⁶ → 0 as R → ∞.

**Solution.** For all sufficiently large R > 0, |E(R) R⁶| ≤ K R^(m+6) exp(−γR). Choose a natural number n > m + 6. Since exp(γR) ≥ (γR)ⁿ/n!,

R^(m+6) exp(−γR) ≤ n! γ⁻ⁿ R^(m+6−n) → 0.

Lean takes this last limit from Mathlib and squeezes. The bound `hE` stands for a contribution that dies with the overlap of the fragments and the range of the correlation factor; it is assumed, not derived from an F12 wave function.

```lean
/-- An energy term bounded at large distance by a power of `R` times a decaying exponential
vanishes faster than `1 / R ^ 6`. -/
theorem short_range_mul_pow {E : ℝ → ℝ} {K m γ : ℝ} (hγ : 0 < γ)
    (hE : ∀ᶠ R in atTop, |E R| ≤ K * R ^ m * Real.exp (-γ * R)) :
    Tendsto (fun R => E R * R ^ 6) atTop (𝓝 0) := by
  have h := (tendsto_rpow_mul_exp_neg_mul_atTop_nhds_zero (m + 6) γ hγ).const_mul K
  rw [mul_zero] at h
  refine squeeze_zero_norm' ?_ h
  filter_upwards [hE, eventually_gt_atTop 0] with R hR hpos
  have e : R ^ (m + 6) = R ^ m * R ^ 6 := by
    exact_mod_cast Real.rpow_add_natCast hpos.ne' m 6
  rw [Real.norm_eq_abs, abs_mul, abs_of_pos (pow_pos hpos 6), e]
  calc |E R| * R ^ 6 ≤ (K * R ^ m * Real.exp (-γ * R)) * R ^ 6 := by gcongr
    _ = K * (R ^ m * R ^ 6 * Real.exp (-γ * R)) := by ring
```

## (f) The ratio to dispersion

Under the hypotheses of (c) and (e), show that C6 > 0 and

E(R)/(C6/R⁶) → 0.

**Solution.** The ratio equals E(R) R⁶/C6. The numerator tends to zero by (e), and C6 is a positive constant by (c).

The condition γ > 0 matters: for γ = 0, K = 1, m = −6, the function E(R) = R⁻⁶ satisfies the bound, yet the ratio stays at 1/C6.

```lean
/-- For fragments with at least one excitation each and with all strengths and frequencies positive,
`C6` is positive, and an exponentially bounded energy term becomes negligible relative to
`C6 / R ^ 6` at large `R`. -/
theorem short_range_misses_dispersion [Nonempty ι] [Nonempty κ]
    {f a : ι → ℝ} {g b : κ → ℝ}
    (hf : ∀ i, 0 < f i) (ha : ∀ i, 0 < a i) (hg : ∀ j, 0 < g j) (hb : ∀ j, 0 < b j)
    {E : ℝ → ℝ} {K m γ : ℝ} (hγ : 0 < γ)
    (hE : ∀ᶠ R in atTop, |E R| ≤ K * R ^ m * Real.exp (-γ * R)) :
    0 < c6 (polarizability f a) (polarizability g b) ∧
    Tendsto (fun R => E R / (c6 (polarizability f a) (polarizability g b) / R ^ 6))
      atTop (𝓝 0) := by
  refine ⟨c6_pos hf ha hg hb, ?_⟩
  have h := (short_range_mul_pow hγ hE).div_const
    (c6 (polarizability f a) (polarizability g b))
  rw [zero_div] at h
  exact h.congr fun R => (div_div_eq_mul_div _ _ _).symm
```

## (g) The error of a short-range model

Let E now be the whole interaction energy given by a model, and let the true interaction energy U satisfy U(R) R⁶ → −C6. This assumption about the leading tail suits two neutral atoms in spherical ground states, with retardation neglected. It fails for two polar molecules with dipoles along the line joining them, whose interaction falls off as R⁻³. Under the hypotheses of (f), show that

(U(R) − E(R))/(−C6/R⁶) → 1.

**Solution.** The ratio is (U(R) R⁶ − E(R) R⁶)/(−C6), which tends to (−C6 − 0)/(−C6) = 1. Asymptotically, the model's error is the entire dispersion energy.

```lean
/-- If the interaction energy `U` has the leading tail `-C6 / R ^ 6`, with at least one excitation
per fragment and all strengths and frequencies positive, then the error of an exponentially bounded
model `E` is asymptotically the whole of that tail. -/
theorem error_is_full_dispersion [Nonempty ι] [Nonempty κ]
    {f a : ι → ℝ} {g b : κ → ℝ}
    (hf : ∀ i, 0 < f i) (ha : ∀ i, 0 < a i) (hg : ∀ j, 0 < g j) (hb : ∀ j, 0 < b j)
    {U E : ℝ → ℝ} {K m γ : ℝ} (hγ : 0 < γ)
    (hU : Tendsto (fun R => U R * R ^ 6) atTop
      (𝓝 (-c6 (polarizability f a) (polarizability g b))))
    (hE : ∀ᶠ R in atTop, |E R| ≤ K * R ^ m * Real.exp (-γ * R)) :
    Tendsto (fun R => (U R - E R) /
      (-c6 (polarizability f a) (polarizability g b) / R ^ 6)) atTop (𝓝 1) := by
  have hC := c6_pos hf ha hg hb
  have h := (hU.sub (short_range_mul_pow hγ hE)).div_const
    (-c6 (polarizability f a) (polarizability g b))
  rw [sub_zero, div_self (neg_ne_zero.mpr hC.ne')] at h
  refine h.congr fun R => ?_
  rw [div_div_eq_mul_div, sub_mul]

end

end GeminalDispersion
```

```lean
#print axioms GeminalDispersion.london_formula
-- 'GeminalDispersion.london_formula' depends on axioms: [propext, Classical.choice, Quot.sound]
#print axioms GeminalDispersion.short_range_misses_dispersion
-- 'GeminalDispersion.short_range_misses_dispersion' depends on axioms: [propext, Classical.choice, Quot.sound]
#print axioms GeminalDispersion.error_is_full_dispersion
-- 'GeminalDispersion.error_is_full_dispersion' depends on axioms: [propext, Classical.choice, Quot.sound]
```
